# The four-spin Heisenberg ring is a combination of commuting Casimirs; the open chain of four spins 1/2 conserves no pair Casimir

For three mutually commuting spins, $S_0\cdot S_1+S_1\cdot S_2=S_1\cdot(S_0+S_2)=\tfrac12\left[(S_0+S_1+S_2)^2-(S_0+S_2)^2-S_1^2\right]$, because the middle spin couples equally to the outer two. With four spins and the same coupling on every bond, spins 1 and 3 of the ring each couple equally to spins 0 and 2; in the open chain, spin 3 couples to spin 2 alone.

```lean
import Mathlib

open Complex (I)
open scoped Kronecker

namespace KambeCoupling

variable {A : Type*} [Ring A] [Algebra ℂ A]

/-- The scalar product of two vector operators. -/
def dot (X Y : Fin 3 → A) : A := X 0 * Y 0 + X 1 * Y 1 + X 2 * Y 2

/-- The squared length of a vector operator. -/
def casimir (X : Fin 3 → A) : A := dot X X

/-- The angular momentum commutation relations, with ħ = 1. -/
structure IsSpin (X : Fin 3 → A) : Prop where
  xy : X 0 * X 1 - X 1 * X 0 = I • X 2
  yz : X 1 * X 2 - X 2 * X 1 = I • X 0
  zx : X 2 * X 0 - X 0 * X 2 = I • X 1

/-- A spin 1/2: an angular momentum whose components square to 1/4 and anticommute. -/
structure IsSpinHalf (X : Fin 3 → A) : Prop extends IsSpin X where
  sq : ∀ a, X a * X a = (1 / 4 : ℂ) • (1 : A)
  anti : ∀ a b, a ≠ b → X a * X b = -(X b * X a)

/-- Every component of one vector operator commutes with every component of the other. -/
def SitesCommute (X Y : Fin 3 → A) : Prop := ∀ a b, Commute (X a) (Y b)

omit [Algebra ℂ A] in
/-- An operator commuting with all components of two vectors commutes with their
scalar product. -/
theorem dot_commute {X Y : Fin 3 → A} {T : A} (hX : ∀ a, Commute (X a) T)
    (hY : ∀ a, Commute (Y a) T) : Commute (dot X Y) T :=
  (((hX 0).mul_left (hY 0)).add_left ((hX 1).mul_left (hY 1))).add_left
    ((hX 2).mul_left (hY 2))

/-- The sum of two commuting angular momenta is an angular momentum. -/
theorem IsSpin.add {X Y : Fin 3 → A} (hX : IsSpin X) (hY : IsSpin Y)
    (c : SitesCommute X Y) : IsSpin (X + Y) := by
  constructor <;> simp only [Pi.add_apply, smul_add]
  · linear_combination (norm := noncomm_ring) hX.xy + hY.xy + (c 0 1).eq - (c 1 0).eq
  · linear_combination (norm := noncomm_ring) hX.yz + hY.yz + (c 1 2).eq - (c 2 1).eq
  · linear_combination (norm := noncomm_ring) hX.zx + hY.zx + (c 2 0).eq - (c 0 2).eq

/-- Each component of an angular momentum commutes with its squared length. -/
theorem casimir_commute {X : Fin 3 → A} (h : IsSpin X) (a : Fin 3) :
    Commute (X a) (casimir X) := by
  fin_cases a
  · show X 0 * (X 0 * X 0 + X 1 * X 1 + X 2 * X 2) = (X 0 * X 0 + X 1 * X 1 + X 2 * X 2) * X 0
    linear_combination (norm := noncomm_ring) h.xy * X 1 + X 1 * h.xy - h.zx * X 2 - X 2 * h.zx
  · show X 1 * (X 0 * X 0 + X 1 * X 1 + X 2 * X 2) = (X 0 * X 0 + X 1 * X 1 + X 2 * X 2) * X 1
    linear_combination (norm := noncomm_ring) h.yz * X 2 + X 2 * h.yz - h.xy * X 0 - X 0 * h.xy
  · show X 2 * (X 0 * X 0 + X 1 * X 1 + X 2 * X 2) = (X 0 * X 0 + X 1 * X 1 + X 2 * X 2) * X 2
    linear_combination (norm := noncomm_ring) h.zx * X 0 + X 0 * h.zx - h.yz * X 1 - X 1 * h.yz

/-- For commuting vector operators, (X + Y)² = X² + Y² + 2 X·Y. -/
theorem casimir_add {X Y : Fin 3 → A} (c : SitesCommute X Y) :
    casimir (X + Y) = casimir X + casimir Y + (2 : ℂ) • dot X Y := by
  simp only [casimir, dot, Pi.add_apply, two_smul]
  linear_combination (norm := noncomm_ring) -(c 0 0).eq - (c 1 1).eq - (c 2 2).eq

/-- The four-site Heisenberg ring of arbitrary spins is half of the following difference: the total
Casimir minus the Casimirs of the two diagonal pairs, and these three Casimirs commute with one
another. -/
theorem ring_kambe {S : Fin 4 → Fin 3 → A} (hS : ∀ i, IsSpin (S i))
    (hc : ∀ i j, i ≠ j → SitesCommute (S i) (S j)) :
    dot (S 0) (S 1) + dot (S 1) (S 2) + dot (S 2) (S 3) + dot (S 3) (S 0) =
        (1 / 2 : ℂ) • (casimir (∑ i, S i) - casimir (S 0 + S 2) - casimir (S 1 + S 3)) ∧
      Commute (casimir (∑ i, S i)) (casimir (S 0 + S 2)) ∧
      Commute (casimir (∑ i, S i)) (casimir (S 1 + S 3)) ∧
      Commute (casimir (S 0 + S 2)) (casimir (S 1 + S 3)) := by
  have c : SitesCommute (S 0 + S 2) (S 1 + S 3) := fun a b =>
    ((hc 0 1 (by decide) a b).add_right (hc 0 3 (by decide) a b)).add_left
      ((hc 2 1 (by decide) a b).add_right (hc 2 3 (by decide) a b))
  have hU := (hS 0).add (hS 2) (hc 0 2 (by decide))
  have hV := (hS 1).add (hS 3) (hc 1 3 (by decide))
  have tot : ∑ i, S i = (S 0 + S 2) + (S 1 + S 3) := by
    rw [Fin.sum_univ_four]; abel
  -- the ring is the scalar product of the two sublattice spins
  have e : dot (S 0 + S 2) (S 1 + S 3) =
      dot (S 0) (S 1) + dot (S 1) (S 2) + dot (S 2) (S 3) + dot (S 3) (S 0) := by
    have h12 := hc 1 2 (by decide)
    have h30 := hc 3 0 (by decide)
    simp only [dot, Pi.add_apply]
    linear_combination (norm := noncomm_ring) -(h12 0 0).eq - (h12 1 1).eq - (h12 2 2).eq
      - (h30 0 0).eq - (h30 1 1).eq - (h30 2 2).eq
  have vU : ∀ a, Commute ((S 1 + S 3) a) (casimir (S 0 + S 2)) := fun a =>
    (dot_commute (fun b => c b a) (fun b => c b a)).symm
  have uV : ∀ a, Commute ((S 0 + S 2) a) (casimir (S 1 + S 3)) := fun a =>
    (dot_commute (fun b => (c a b).symm) (fun b => (c a b).symm)).symm
  rw [tot]
  refine ⟨?_, ?_, ?_, dot_commute uV uV⟩
  · rw [casimir_add c, ← e]; module
  · have h := fun a => (casimir_commute hU a).add_left (vU a)
    exact dot_commute h h
  · have h := fun a => (uV a).add_left (casimir_commute hV a)
    exact dot_commute h h

/-- If a combination of 1 and the components of a spin 1/2 vanishes, with coefficients
that commute with the spin, then the coefficient of the z component vanishes. -/
theorem isolate {U : Fin 3 → A} (hU : IsSpinHalf U) {m : Fin 3 → A} {r : A}
    (cm : SitesCommute m U) (cr : ∀ a, Commute r (U a))
    (h : U 0 * m 0 + U 1 * m 1 + U 2 * m 2 + r = 0) : m 2 = 0 := by
  obtain ⟨w, hw⟩ : ∃ w, w = (1 / 4 : ℂ) • m 2 := ⟨_, rfl⟩
  have hz : U 2 * U 2 * m 2 = w := by rw [hU.sq, smul_mul_assoc, one_mul, hw]
  have cw : Commute w (U 0) := by rw [hw]; exact (cm 2 0).smul_left _
  have a20 := hU.anti 2 0 (by decide)
  have a21 := hU.anti 2 1 (by decide)
  -- anticommutator with the z component, then with the x component
  have F : w + w + (U 2 * r + U 2 * r) = 0 := by
    linear_combination (norm := noncomm_ring) U 2 * h + h * U 2 - a20 * m 0
      - U 0 * (cm 0 2).eq - a21 * m 1 - U 1 * (cm 1 2).eq - U 2 * (cm 2 2).eq
      - hz - hz - (cr 2).eq
  have G : U 0 * w + U 0 * w + U 0 * w + U 0 * w = 0 := by
    linear_combination (norm := noncomm_ring) U 0 * F + F * U 0 - cw.eq - cw.eq
      - U 2 * (cr 0).eq - U 2 * (cr 0).eq - a20 * r - a20 * r
  have G' : U 0 * m 2 = 0 := by
    rw [← G, hw]; simp only [mul_smul_comm]; module
  calc m 2 = (4 : ℂ) • (U 0 * U 0 * m 2) := by
        rw [hU.sq, smul_mul_assoc, one_mul]; module
    _ = 0 := by rw [mul_assoc, G', mul_zero, smul_zero]

/-- If α X·U + β X·V commutes with (X + Y)², for mutually commuting spins 1/2 X, Y, U and a vector
operator V commuting with U, then α = 0. -/
theorem coupling_eq_zero [Nontrivial A] {X Y U V : Fin 3 → A} (hX : IsSpinHalf X)
    (hY : IsSpinHalf Y) (hU : IsSpinHalf U) (XY : SitesCommute X Y) (XU : SitesCommute X U)
    (YU : SitesCommute Y U) (VU : SitesCommute V U) {α β : ℂ}
    (h : Commute (α • dot X U + β • dot X V) (casimir (X + Y))) : α = 0 := by
  obtain ⟨C, hC⟩ : ∃ C, C = casimir (X + Y) := ⟨_, rfl⟩
  rw [← hC] at h
  have cU : ∀ a, Commute C (U a) := fun a => by
    have t := fun b => (XU b a).add_left (YU b a)
    rw [hC]; exact dot_commute t t
  have cV : ∀ a, Commute (dot X V) (U a) := fun a =>
    dot_commute (fun b => XU b a) (fun b => VU b a)
  have e : dot X U * C - C * dot X U = U 0 * (X 0 * C - C * X 0)
      + U 1 * (X 1 * C - C * X 1) + U 2 * (X 2 * C - C * X 2) := by
    simp only [dot]
    linear_combination (norm := noncomm_ring)
      (XU 0 0).eq * C - C * (XU 0 0).eq - (cU 0).eq * X 0
      + (XU 1 1).eq * C - C * (XU 1 1).eq - (cU 1).eq * X 1
      + (XU 2 2).eq * C - C * (XU 2 2).eq - (cU 2).eq * X 2
  have key : α • (X 2 * C - C * X 2) = 0 := by
    refine isolate hU (m := fun a => α • (X a * C - C * X a))
      (r := β • (dot X V * C - C * dot X V))
      (fun a b => (((XU a b).mul_left (cU b)).sub_left
        ((cU b).mul_left (XU a b))).smul_left α)
      (fun b => (((cV b).mul_left (cU b)).sub_left ((cU b).mul_left (cV b))).smul_left β) ?_
    calc _ = α • (dot X U * C - C * dot X U) + β • (dot X V * C - C * dot X V) := by
          rw [e]; simp only [mul_smul_comm, smul_add]
      _ = (α • dot X U + β • dot X V) * C - C * (α • dot X U + β • dot X V) := by
          simp only [add_mul, mul_add, smul_mul_assoc, mul_smul_comm]; module
      _ = 0 := sub_eq_zero.2 h.eq
  refine (smul_eq_zero.1 key).resolve_right fun k => ?_
  -- otherwise the z component of X would commute with X·Y
  have k1 : Commute (X 2) C := sub_eq_zero.1 k
  have xY : Commute (X 2) (casimir Y) :=
    (dot_commute (fun a => (XY 2 a).symm) (fun a => (XY 2 a).symm)).symm
  have k2 := (k1.sub_right ((casimir_commute hX.toIsSpin 2).add_right xY)).smul_right (2⁻¹ : ℂ)
  rw [hC, casimir_add XY, add_sub_cancel_left, smul_smul, inv_mul_cancel₀ two_ne_zero,
    one_smul] at k2
  have k3 := k2.eq
  simp only [dot] at k3
  have E : I • (X 1 * Y 0 - X 0 * Y 1) = 0 := by
    rw [smul_sub, ← smul_mul_assoc, ← smul_mul_assoc]
    linear_combination (norm := noncomm_ring) k3 - hX.zx * Y 0 + hX.yz * Y 1
      - X 0 * (XY 2 0).eq - X 1 * (XY 2 1).eq - X 2 * (XY 2 2).eq
  have E' := (smul_eq_zero.1 E).resolve_left Complex.I_ne_zero
  have F : X 1 * X 1 * Y 0 + X 1 * X 1 * Y 0 = 0 := by
    linear_combination (norm := noncomm_ring) X 1 * E' + E' * X 1 + X 1 * (XY 1 0).eq
      + hX.anti 0 1 (by decide) * Y 1 - X 0 * (XY 1 1).eq
  have y0 : Y 0 = 0 := by
    calc Y 0 = (2 : ℂ) • (X 1 * X 1 * Y 0 + X 1 * X 1 * Y 0) := by
          rw [hX.sq, smul_mul_assoc, one_mul]; module
      _ = 0 := by rw [F, smul_zero]
  have s := hY.sq 0
  rw [y0, mul_zero] at s
  exact (smul_ne_zero (by norm_num) one_ne_zero) s.symm

/-- For four spins 1/2 with arbitrary Heisenberg couplings, the Hamiltonian commutes with the
Casimir of the pair i, j exactly when each other spin couples equally to i and to j. -/
theorem pair_casimir_iff [Nontrivial A] {S : Fin 4 → Fin 3 → A} (hS : ∀ i, IsSpinHalf (S i))
    (hc : ∀ i j, i ≠ j → SitesCommute (S i) (S j)) (i j k l : Fin 4)
    (hd : i ≠ j ∧ i ≠ k ∧ i ≠ l ∧ j ≠ k ∧ j ≠ l ∧ k ≠ l) (r s p q p' q' : ℂ) :
    Commute (r • dot (S i) (S j) + s • dot (S k) (S l) + p • dot (S i) (S k)
      + q • dot (S j) (S k) + p' • dot (S i) (S l) + q' • dot (S j) (S l))
      (casimir (S i + S j)) ↔ p = q ∧ p' = q' := by
  obtain ⟨ij, ik, il, jk, jl, kl⟩ := hd
  have out : ∀ n, i ≠ n → j ≠ n → ∀ a, Commute (S n a) (casimir (S i + S j)) :=
    fun n hi hj a => by
      have t := fun b => (hc i n hi b a).add_left (hc j n hj b a)
      exact (dot_commute t t).symm
  have tot := casimir_commute ((hS i).toIsSpin.add (hS j).toIsSpin (hc i j ij))
  have hD : Commute (dot (S i) (S j)) (casimir (S i + S j)) := by
    have ci : ∀ a, Commute (S j a) (casimir (S i)) := fun a =>
      (dot_commute (fun b => hc i j ij b a) (fun b => hc i j ij b a)).symm
    have cj : ∀ a, Commute (S i a) (casimir (S j)) := fun a =>
      (dot_commute (fun b => (hc i j ij a b).symm) (fun b => (hc i j ij a b).symm)).symm
    rw [casimir_add (hc i j ij)]
    exact ((dot_commute (casimir_commute (hS i).toIsSpin) ci).add_right
      (dot_commute cj (casimir_commute (hS j).toIsSpin))).add_right
      ((Commute.refl _).smul_right _)
  -- the part of the Hamiltonian that always commutes with the pair Casimir
  have hQ := (((hD.smul_left r).add_left
    ((dot_commute (out k ik jk) (out l il jl)).smul_left s)).add_left
    ((dot_commute tot (out k ik jk)).smul_left q)).add_left
    ((dot_commute tot (out l il jl)).smul_left q')
  have da : ∀ n, dot (S i + S j) (S n) = dot (S i) (S n) + dot (S j) (S n) := fun n => by
    simp only [dot, Pi.add_apply]; noncomm_ring
  have e : r • dot (S i) (S j) + s • dot (S k) (S l) + p • dot (S i) (S k)
      + q • dot (S j) (S k) + p' • dot (S i) (S l) + q' • dot (S j) (S l) =
      (r • dot (S i) (S j) + s • dot (S k) (S l) + q • dot (S i + S j) (S k)
      + q' • dot (S i + S j) (S l))
      + ((p - q) • dot (S i) (S k) + (p' - q') • dot (S i) (S l)) := by
    rw [da, da]; module
  rw [e]
  constructor
  · intro h
    have h1 := h.sub_left hQ
    rw [add_sub_cancel_left] at h1
    have h2 := h1
    rw [add_comm] at h2
    exact ⟨sub_eq_zero.1 (coupling_eq_zero (hS i) (hS j) (hS k) (hc i j ij) (hc i k ik)
        (hc j k jk) (hc l k kl.symm) h1),
      sub_eq_zero.1 (coupling_eq_zero (hS i) (hS j) (hS l) (hc i j ij) (hc i l il)
        (hc j l jl) (hc k l kl) h2)⟩
  · rintro ⟨hp, hp'⟩
    rw [hp, hp', sub_self, sub_self, zero_smul, zero_smul, add_zero, add_zero]
    exact hQ

/-- The open Heisenberg chain of four spins 1/2 commutes with no pair Casimir. -/
theorem chain_not_kambe [Nontrivial A] {S : Fin 4 → Fin 3 → A} (hS : ∀ i, IsSpinHalf (S i))
    (hc : ∀ i j, i ≠ j → SitesCommute (S i) (S j)) (i j : Fin 4) (hij : i < j) :
    ¬ Commute (dot (S 0) (S 1) + dot (S 1) (S 2) + dot (S 2) (S 3)) (casimir (S i + S j)) := by
  have dc : ∀ i j, i ≠ j → dot (S i) (S j) = dot (S j) (S i) := fun i j h => by
    simp only [dot]
    rw [(hc i j h 0 0).eq, (hc i j h 1 1).eq, (hc i j h 2 2).eq]
  have d10 := dc 1 0 (by decide)
  have d21 := dc 2 1 (by decide)
  have d32 := dc 3 2 (by decide)
  have pairs : ∀ i j : Fin 4, i < j → (i = 0 ∧ j = 1) ∨ (i = 0 ∧ j = 2) ∨ (i = 0 ∧ j = 3) ∨
      (i = 1 ∧ j = 2) ∨ (i = 1 ∧ j = 3) ∨ (i = 2 ∧ j = 3) := by decide
  have K := pair_casimir_iff hS hc
  intro h
  -- in each case some spin outside the pair couples unequally to its two members
  rcases pairs i j hij with ⟨rfl, rfl⟩ | ⟨rfl, rfl⟩ | ⟨rfl, rfl⟩ | ⟨rfl, rfl⟩ | ⟨rfl, rfl⟩ |
    ⟨rfl, rfl⟩
  · have t := (K 0 1 2 3 (by decide) 1 1 0 1 0 0).1 (by convert h using 1; module)
    exact zero_ne_one t.1
  · have t := (K 0 2 1 3 (by decide) 0 0 1 1 0 1).1 (by convert h using 1; rw [d21]; module)
    exact zero_ne_one t.2
  · have t := (K 0 3 1 2 (by decide) 0 1 1 0 0 1).1 (by convert h using 1; rw [d32]; module)
    exact one_ne_zero t.1
  · have t := (K 1 2 0 3 (by decide) 1 0 1 0 0 1).1 (by convert h using 1; rw [d10]; module)
    exact one_ne_zero t.1
  · have t := (K 1 3 0 2 (by decide) 0 0 1 0 1 1).1
      (by convert h using 1; rw [d10, d32]; module)
    exact one_ne_zero t.1
  · have t := (K 2 3 0 1 (by decide) 1 1 0 0 1 0).1 (by convert h using 1; rw [d21]; module)
    exact one_ne_zero t.2

/-- The spin-1/2 matrices, half the Pauli matrices. -/
noncomputable def halfPauli : Fin 3 → Matrix (Fin 2) (Fin 2) ℂ :=
  ![!![0, 1 / 2; 1 / 2, 0], !![0, -I / 2; I / 2, 0], !![1 / 2, 0; 0, -1 / 2]]

/-- The spin operators of four sites on the 16-dimensional product space. -/
noncomputable def site : Fin 4 → Fin 3 →
    Matrix (Fin 2 × Fin 2 × Fin 2 × Fin 2) (Fin 2 × Fin 2 × Fin 2 × Fin 2) ℂ :=
  ![fun a => halfPauli a ⊗ₖ 1, fun a => 1 ⊗ₖ (halfPauli a ⊗ₖ 1),
    fun a => 1 ⊗ₖ (1 ⊗ₖ (halfPauli a ⊗ₖ 1)), fun a => 1 ⊗ₖ (1 ⊗ₖ (1 ⊗ₖ halfPauli a))]

/-- The four site operators are spins 1/2, and different sites commute. -/
theorem site_witness : (∀ i, IsSpinHalf (site i)) ∧
    ∀ i j, i ≠ j → SitesCommute (site i) (site j) := by
  have base : IsSpinHalf halfPauli := by
    refine { xy := ?_, yz := ?_, zx := ?_, sq := fun a => ?_, anti := fun a b hab => ?_ }
    · ext i j; fin_cases i <;> fin_cases j <;>
        simp [halfPauli] <;> ring_nf
    · ext i j; fin_cases i <;> fin_cases j <;>
        simp [halfPauli] <;> ring_nf
    · ext i j; fin_cases i <;> fin_cases j <;>
        simp [halfPauli] <;> ring_nf <;>
        norm_num [Complex.I_sq]
    · ext i j; fin_cases a <;> fin_cases i <;> fin_cases j <;>
        simp [halfPauli, Matrix.mul_apply, Fin.sum_univ_two] <;> ring_nf <;>
        norm_num [Complex.I_sq]
    · ext i j; fin_cases a <;> fin_cases b <;> fin_cases i <;> fin_cases j <;>
        simp [halfPauli, Matrix.mul_apply, Fin.sum_univ_two] at hab ⊢ <;> ring_nf
  -- algebra homomorphisms carry spins 1/2 to spins 1/2
  have push : ∀ {B D : Type} [Ring B] [Algebra ℂ B] [Ring D] [Algebra ℂ D] (f : B →ₐ[ℂ] D)
      {X : Fin 3 → B}, IsSpinHalf X → IsSpinHalf (fun a => f (X a)) :=
    fun f X h =>
      { xy := by simpa only [map_sub, map_mul, map_smul] using congrArg f h.xy
        yz := by simpa only [map_sub, map_mul, map_smul] using congrArg f h.yz
        zx := by simpa only [map_sub, map_mul, map_smul] using congrArg f h.zx
        sq := fun a => by simpa only [map_mul, map_smul, map_one] using congrArg f (h.sq a)
        anti := fun a b hab => by
          simpa only [map_mul, map_neg] using congrArg f (h.anti a b hab) }
  have left : ∀ (m : Type) [Fintype m] [DecidableEq m],
      IsSpinHalf (fun a => halfPauli a ⊗ₖ (1 : Matrix m m ℂ)) := fun m _ _ =>
    push (AlgHom.ofLinearMap
      { toFun := fun P : Matrix (Fin 2) (Fin 2) ℂ => P ⊗ₖ (1 : Matrix m m ℂ)
        map_add' := fun P Q => Matrix.add_kronecker P Q 1
        map_smul' := fun c P => Matrix.smul_kronecker c P 1 }
      Matrix.one_kronecker_one
      (fun P Q => by
        show (P * Q) ⊗ₖ (1 : Matrix m m ℂ) = (P ⊗ₖ 1) * (Q ⊗ₖ 1)
        rw [← Matrix.mul_kronecker_mul, one_mul])) base
  have right : ∀ (m : Type) [Fintype m] [DecidableEq m] (X : Fin 3 → Matrix m m ℂ),
      IsSpinHalf X → IsSpinHalf (fun a => (1 : Matrix (Fin 2) (Fin 2) ℂ) ⊗ₖ X a) :=
    fun m _ _ X h => push (AlgHom.ofLinearMap
      { toFun := fun P : Matrix m m ℂ => (1 : Matrix (Fin 2) (Fin 2) ℂ) ⊗ₖ P
        map_add' := fun P Q => Matrix.kronecker_add 1 P Q
        map_smul' := fun c P => Matrix.kronecker_smul c 1 P }
      Matrix.one_kronecker_one
      (fun P Q => by
        show (1 : Matrix (Fin 2) (Fin 2) ℂ) ⊗ₖ (P * Q) = (1 ⊗ₖ P) * (1 ⊗ₖ Q)
        rw [← Matrix.mul_kronecker_mul, one_mul])) h
  constructor
  · intro i
    fin_cases i
    · exact left _
    · exact right _ _ (left _)
    · exact right _ _ (right _ _ (left _))
    · exact right _ _ (right _ _ (right _ _ base))
  · intro i j hij a b
    fin_cases i <;> fin_cases j <;>
      simp [site, Commute, SemiconjBy, ← Matrix.mul_kronecker_mul] at hij ⊢

end KambeCoupling
```

```lean
#print axioms KambeCoupling.ring_kambe
#print axioms KambeCoupling.pair_casimir_iff
#print axioms KambeCoupling.chain_not_kambe
```

```
'KambeCoupling.ring_kambe' depends on axioms: [propext, Classical.choice, Quot.sound]
'KambeCoupling.pair_casimir_iff' depends on axioms: [propext, Classical.choice, Quot.sound]
'KambeCoupling.chain_not_kambe' depends on axioms: [propext, Classical.choice, Quot.sound]
```

## Spins as elements of an algebra

A spin is a triple in a complex algebra `A`, with components 0, 1, 2 for $x,y,z$ and $\hbar=1$. `IsSpin` demands only the commutation relations, so the ring theorem covers spins of any length. `IsSpinHalf` adds two properties of half the Pauli matrices: components square to $1/4$, and different ones anticommute. `SitesCommute` expresses independent sites, and `Nontrivial A` means $1\neq0$. `site_witness` confirms that the usual operators on the 16-dimensional product space satisfy `IsSpinHalf` and `SitesCommute`.

## The ring

Put $U=S_0+S_2$ and $V=S_1+S_3$. Since sites commute, $U\cdot V$ is the ring Hamiltonian, and $(U+V)^2=U^2+V^2+2U\cdot V$ (`casimir_add`) gives

$$U\cdot V=\tfrac12\left[(U+V)^2-U^2-V^2\right].$$

$U$ is again a spin (`IsSpin.add`), so $U^2$ commutes with its components (`casimir_commute`). It also commutes with those of $V$, hence with $V^2$ and $(U+V)^2$; the same holds for $V^2$. This is `ring_kambe`. A zero triple satisfies `IsSpin`, and $S_3=0$ returns the three-spin case.

For a four-site isotropic Heisenberg ring with four equal couplings and no other terms, energies follow from three spin quantum numbers, those of $U+V$, $U$ and $V$, without diagonalising the Hamiltonian matrix.

## When a pair Casimir is conserved

Let $i,j,k,l$ be the four sites, $C=(S_i+S_j)^2$, and

$$H=r\,S_i\cdot S_j+s\,S_k\cdot S_l+p\,S_i\cdot S_k+q\,S_j\cdot S_k+p'S_i\cdot S_l+q'S_j\cdot S_l,$$

with complex couplings. `pair_casimir_iff` states that, for spins 1/2, $[H,C]=0$ exactly when $p=q$ and $p'=q'$.

$C$ commutes with $S_i\cdot S_j$, $S_k\cdot S_l$, $(S_i+S_j)\cdot S_k$ and $(S_i+S_j)\cdot S_l$. Subtracting these parts leaves $(p-q)S_i\cdot S_k+(p'-q')S_i\cdot S_l$, which vanishes for equal couplings.

Conversely, let this remainder commute with $C$. With $m_a=(p-q)[S_i^a,C]$ and $R=(p'-q')[S_i\cdot S_l,C]$,

$$\sum_a S_k^a m_a+R=0,$$

where $m_a$ and $R$ commute with $S_k$. `isolate` takes the anticommutator with $S_k^z$, giving $\tfrac12m_z+2S_k^zR=0$, then with $S_k^x$, giving $S_k^xm_z=0$. Multiplying by $4S_k^x$ yields $m_z=0$.

`coupling_eq_zero` then uses

$$[S_i^z,C]=2i\,(S_i^yS_j^x-S_i^xS_j^y),$$

where the prefactor $i$ is the imaginary unit. If this were zero, its anticommutator with $S_i^y$ would force $S_j^x=0$, contradicting $(S_j^x)^2=1/4$. So $p=q$, and exchanging $k$ and $l$ gives $p'=q'$. In Lean, `linear_combination` with `noncomm_ring` checks these expansions while preserving operator order.

## The open chain

For each pair in $S_0\cdot S_1+S_1\cdot S_2+S_2\cdot S_3$, some other site couples to just one member: site 2 for $(0,1)$, 3 for $(0,2)$, 1 for $(0,3)$, 0 for $(1,2)$ and $(1,3)$, and 1 for $(2,3)$. `chain_not_kambe` therefore excludes all six pair Casimirs as conserved quantities; it says nothing about other ways to solve the chain.

`IsSpin` alone would not suffice here: four zero triples satisfy it, and their chain Hamiltonian, being zero, commutes with everything. This example concerns spin 0 only; it does not show that the result fails for spins larger than 1/2, which the theorem does not treat.
